# Unbounded condition number of the overlap matrix for normalised functions \(r^k e^{-r}\)

Before the generalised eigenvalue problem \(Hc = E\,Sc\) is solved in a non-orthogonal basis, the overlap matrix \(S\) is usually factorised or diagonalised so that the basis can be orthogonalised. This step can amplify rounding errors when the smallest eigenvalue of \(S\) is small compared with the largest. For the normalised radial functions made from \(r^k e^{-r}\), \(k=0,\dots,n+1\), the condition number of \(S\), its largest eigenvalue divided by its smallest, is at least \(2n+4\), so it grows without bound as powers are added. Powers times exponentials also occur in Hylleraas-type expansions, but the result here concerns a single radial variable and one common exponent.

## From neighbouring overlaps to the eigenvalue ratio

Measure \(r\) in units of the common decay length, and write \(G_{jk}\) for the overlap of \(r^j e^{-r}\) and \(r^k e^{-r}\) with weight \(r^2\). Euler's integral gives

\[
G_{jk}=\int_0^\infty r^{j+k+2}e^{-2r}\,dr=\frac{(j+k+2)!}{2^{j+k+3}} .
\]

The normalised functions are \(\varphi_k=r^k e^{-r}/\sqrt{G_{kk}}\), and \(S_{jk}=G_{jk}/\sqrt{G_{jj}G_{kk}}\), so \(S_{kk}=1\). For the last two functions, put \(s=S_{n,n+1}\). The powers of two cancel:

\[
s^2=\frac{G_{n,n+1}^2}{G_{nn}\,G_{n+1,n+1}}=\frac{[(2n+3)!]^2}{(2n+2)!\,(2n+4)!}=\frac{2n+3}{2n+4}.
\]

For a coefficient vector \(x\neq0\),

\[
x^{T}Sx=\int_0^\infty\Big(\sum_k x_k\varphi_k\Big)^2r^2\,dr=\int_0^\infty p(r)^2e^{-2r}r^2\,dr ,
\]

where \(p\) is the polynomial with coefficients \(x_k/\sqrt{G_{kk}}\). It is not zero, so it has finitely many roots and the integral is positive.

Let \(v_i\) be orthonormal eigenvectors of \(S\) with eigenvalues \(\lambda_i\), and expand \(x=\sum_i c_iv_i\). Then \(x^{T}Sx=\sum_i\lambda_ic_i^2\) and \(x^{T}x=\sum_ic_i^2\), hence

\[
\lambda_{\min}\,x^{T}x\le x^{T}Sx\le\lambda_{\max}\,x^{T}x .
\]

Taking \(x\) to be an eigenvector for \(\lambda_{\min}\) in the positivity statement shows \(\lambda_{\min}>0\). With \(e_k\) the unit coefficient vector of \(\varphi_k\), the normalised trial vectors \((e_n\mp e_{n+1})/\sqrt2\) have quadratic forms \(1\mp s\), so

\[
\lambda_{\min}\le1-s,\qquad \lambda_{\max}\ge1+s .
\]

Finally \((2n+4)(1-s)(1+s)=(2n+4)(1-s^2)=1\), and therefore

\[
(2n+4)\lambda_{\min}\le(2n+4)(1-s)=\frac1{1+s}\le1\le1+s\le\lambda_{\max}.
\]

Dividing by \(\lambda_{\min}>0\) gives \(\lambda_{\max}/\lambda_{\min}\ge2n+4\), which tends to infinity with \(n\). This is a lower bound; it does not give the actual rate of growth.

Normalisation matters for the bound on \(\lambda_{\max}\). For \(n=0\) the unnormalised overlap matrix is

\[
\begin{pmatrix}1/4&3/8\\3/8&3/4\end{pmatrix}.
\]

Its trace is 1 and its determinant \(3/64\) is positive, so both eigenvalues lie below 1, and the largest cannot reach \(1+s=1+\sqrt3/2\).

## The basis and its overlap matrix in Lean

```lean
import Mathlib

open MeasureTheory Set Matrix

namespace RadialBasisConditioning

noncomputable section
```

The functions and their inner product are defined on the real line, with the integral restricted to `Ioi 0`, the half-line \(r>0\).

```lean
/-- The unnormalised radial function `r^k exp(-r)`. -/
def slater (k : ℕ) (r : ℝ) : ℝ := r ^ k * Real.exp (-r)

/-- The radial inner product: the integral of `f g r²` over `r > 0`. -/
def radialInner (f g : ℝ → ℝ) : ℝ := ∫ r in Ioi (0 : ℝ), f r * g r * r ^ 2
```

Normalisation divides by the square root of the self-overlap, so `orbital k` is \(\varphi_k\).

```lean
/-- The radial function `r^k exp(-r)` divided by its norm. -/
def orbital (k : ℕ) (r : ℝ) : ℝ :=
  slater k r / √(radialInner (slater k) (slater k))
```

The index type `Fin (n + 2)` holds the values \(0,\dots,n+1\). The parameter \(n\) therefore labels the last pair of neighbours, and the smallest case, \(n=0\), has two functions.

```lean
/-- The overlap matrix of the normalised functions with `k = 0, ..., n+1`. -/
def overlapMatrix (n : ℕ) : Matrix (Fin (n + 2)) (Fin (n + 2)) ℝ :=
  Matrix.of fun i j => radialInner (orbital i) (orbital j)
```

The matrix is real, so Hermitian means symmetric, which follows by exchanging the two factors under the integral.

```lean
/-- The overlap matrix is Hermitian. -/
theorem overlapMatrix_isHermitian (n : ℕ) : (overlapMatrix n).IsHermitian := by
  refine Matrix.IsHermitian.ext fun i j => ?_
  simp only [overlapMatrix, Matrix.of_apply, star_trivial, radialInner]
  congr 1
  ext r
  ring
```

This symmetry gives access to Mathlib's real eigenvalues. Over a finite, non-empty index set the infimum and supremum are the minimum and maximum, so the next two definitions are \(\lambda_{\min}\) and \(\lambda_{\max}\).

```lean
/-- The smallest eigenvalue of the overlap matrix. -/
def minEigenvalue (n : ℕ) : ℝ := ⨅ i, (overlapMatrix_isHermitian n).eigenvalues i

/-- The largest eigenvalue of the overlap matrix. -/
def maxEigenvalue (n : ℕ) : ℝ := ⨆ i, (overlapMatrix_isHermitian n).eigenvalues i
```

## Overlaps in closed form

The first theorem is the formula for \(G_{jk}\). The proof merges the exponentials and applies the Gamma integral at an integer argument.

```lean
/-- The overlap of `r^j exp(-r)` and `r^k exp(-r)` is `(j+k+2)! / 2^(j+k+3)`. -/
theorem radialInner_slater (j k : ℕ) :
    radialInner (slater j) (slater k) = ((j + k + 2).factorial : ℝ) / 2 ^ (j + k + 3) := by
  have e : radialInner (slater j) (slater k)
      = ∫ r in Ioi (0 : ℝ), r ^ (j + k + 2) * Real.exp (-(2 * r)) := by
    unfold radialInner slater
    congr 1
    ext r
    rw [show -(2 * r) = -r + -r by ring, Real.exp_add]
    ring
  -- Euler's integral for the Gamma function
  have h := Real.integral_rpow_mul_exp_neg_mul_Ioi (a := ((j + k + 2 : ℕ) : ℝ) + 1) (r := 2)
    (by positivity) (by norm_num)
  simp only [add_sub_cancel_right, Real.rpow_natCast] at h
  rw [Real.Gamma_nat_eq_factorial, ← Nat.cast_add_one, Real.rpow_natCast] at h
  rw [e, h, one_div, inv_pow]
  ring
```

The norms are constants and come out of the integral, which gives the formula for \(S_{jk}\).

```lean
/-- The overlap of two normalised functions is the raw overlap divided by both norms. -/
theorem radialInner_orbital (j k : ℕ) :
    radialInner (orbital j) (orbital k) = radialInner (slater j) (slater k) /
      (√(radialInner (slater j) (slater j)) * √(radialInner (slater k) (slater k))) := by
  conv_rhs => rw [radialInner, ← integral_div]
  rw [radialInner]
  congr 1
  ext r
  unfold orbital
  ring

lemma slater_pos (j k : ℕ) : 0 < radialInner (slater j) (slater k) := by
  rw [radialInner_slater]
  positivity
```

The next theorem states that every function has unit norm and that the overlap of neighbours is \(s\). Its second half squares the claimed equation and writes all factorials as multiples of \((2n+2)!\), as in the calculation of \(s^2\).

```lean
/-- Each function is normalised, and the functions with `k = n` and `k = n+1` have overlap
`sqrt((2n+3)/(2n+4))`. -/
theorem neighbour_overlap (n : ℕ) : (∀ k, radialInner (orbital k) (orbital k) = 1) ∧
    radialInner (orbital n) (orbital (n + 1)) = √((2 * n + 3) / (2 * n + 4)) := by
  constructor
  · intro k
    rw [radialInner_orbital, Real.mul_self_sqrt (slater_pos k k).le,
      div_self (slater_pos k k).ne']
  · have hB := slater_pos n n
    have hC := slater_pos (n + 1) (n + 1)
    rw [radialInner_orbital, div_eq_iff (by positivity), ← Real.sqrt_mul hB.le,
      ← Real.sqrt_mul (by positivity)]
    symm
    rw [Real.sqrt_eq_iff_mul_self_eq (by positivity) (slater_pos _ _).le]
    -- all three factorials are multiples of (2n+2)!
    rw [radialInner_slater, radialInner_slater, radialInner_slater,
      show n + (n + 1) + 2 = (n + n + 2) + 1 by ring,
      show n + 1 + (n + 1) + 2 = (n + n + 2) + 1 + 1 by ring,
      show n + (n + 1) + 3 = (n + n + 3) + 1 by ring,
      show n + 1 + (n + 1) + 3 = (n + n + 3) + 1 + 1 by ring,
      Nat.factorial_succ (n + n + 2 + 1), Nat.factorial_succ (n + n + 2),
      pow_succ _ (n + n + 3 + 1), pow_succ _ (n + n + 3)]
    push_cast
    field_simp
    ring
```

## Positive definiteness

In Lean, `x ⬝ᵥ overlapMatrix n *ᵥ x` is \(x^{T}Sx\). The proof first needs the products of basis functions to be integrable. Mathlib assigns the value 0 to the integral of a non-integrable function, so the positive overlaps already found settle this (`hI`). Then `hq` identifies the quadratic form with the squared norm, `hev` writes the combination as \(p(r)e^{-r}\), and `hp0` shows \(p\neq0\). Removing the finitely many roots from the half-line leaves a set of infinite measure on which the integrand is non-zero, so the integral is positive.

```lean
/-- The overlap matrix is positive definite: its quadratic form is positive for every non-zero
coefficient vector. -/
theorem overlap_pos (n : ℕ) (x : Fin (n + 2) → ℝ) (hx : x ≠ 0) :
    0 < x ⬝ᵥ overlapMatrix n *ᵥ x := by
  have hI (i j : Fin (n + 2)) : Integrable (fun r => orbital i r * orbital j r * r ^ 2)
      (volume.restrict (Ioi (0 : ℝ))) := by
    by_contra h
    have h0 : radialInner (orbital i) (orbital j) = 0 := integral_undef h
    have h1 := slater_pos i j
    have h2 := slater_pos i i
    have h3 := slater_pos j j
    rw [radialInner_orbital] at h0
    exact absurd h0 (by positivity)
  have hexp (r : ℝ) : (∑ k, x k * orbital k r) * (∑ k, x k * orbital k r) * r ^ 2
      = ∑ i, ∑ j, x i * x j * (orbital i r * orbital j r * r ^ 2) := by
    rw [Finset.sum_mul_sum, Finset.sum_mul]
    refine Finset.sum_congr rfl fun i _ => ?_
    rw [Finset.sum_mul]
    exact Finset.sum_congr rfl fun j _ => by ring
  have hint : Integrable (fun r => (∑ k, x k * orbital k r) * (∑ k, x k * orbital k r) * r ^ 2)
      (volume.restrict (Ioi (0 : ℝ))) := by
    simp_rw [hexp]
    exact MeasureTheory.integrable_finsetSum _ fun i _ => MeasureTheory.integrable_finsetSum _ fun j _ =>
      (hI i j).const_mul _
  -- the quadratic form is the squared norm of the combination
  have hq : x ⬝ᵥ overlapMatrix n *ᵥ x = ∫ r in Ioi (0 : ℝ),
      (∑ k, x k * orbital k r) * (∑ k, x k * orbital k r) * r ^ 2 := by
    simp_rw [hexp]
    rw [MeasureTheory.integral_finsetSum _ fun i _ => MeasureTheory.integrable_finsetSum _ fun j _ =>
      (hI i j).const_mul _]
    simp only [dotProduct, Matrix.mulVec, Finset.mul_sum]
    refine Finset.sum_congr rfl fun i _ => ?_
    rw [MeasureTheory.integral_finsetSum _ fun j _ => (hI i j).const_mul _]
    refine Finset.sum_congr rfl fun j _ => ?_
    rw [integral_const_mul]
    simp only [overlapMatrix, Matrix.of_apply, radialInner]
    ring
  -- the combination is a non-zero polynomial times exp(-r)
  obtain ⟨p, hp⟩ : ∃ p : Polynomial ℝ, p = ∑ k : Fin (n + 2), Polynomial.C
      (x k / √(radialInner (slater k) (slater k))) * Polynomial.X ^ (k : ℕ) := ⟨_, rfl⟩
  have hev (r : ℝ) : ∑ k, x k * orbital k r = p.eval r * Real.exp (-r) := by
    rw [hp, Polynomial.eval_finsetSum, Finset.sum_mul]
    refine Finset.sum_congr rfl fun k _ => ?_
    simp only [Polynomial.eval_mul, Polynomial.eval_C, Polynomial.eval_pow, Polynomial.eval_X,
      orbital, slater]
    ring
  obtain ⟨k, hk⟩ := Function.ne_iff.1 hx
  have hc : p.coeff k = x k / √(radialInner (slater k) (slater k)) := by
    rw [hp, Polynomial.finsetSum_coeff, Finset.sum_eq_single k]
    · simp
    · intro j _ hj
      rw [Polynomial.coeff_C_mul, Polynomial.coeff_X_pow,
        if_neg (fun h => hj (Fin.ext h.symm)), mul_zero]
    · simp
  have hp0 : p ≠ 0 := by
    intro h
    rw [h, Polynomial.coeff_zero] at hc
    exact div_ne_zero hk (Real.sqrt_pos.2 (slater_pos k k)).ne' hc.symm
  rw [hq, setIntegral_pos_iff_support_of_nonneg_ae
    (ae_of_all _ fun r => mul_nonneg (mul_self_nonneg _) (sq_nonneg _)) hint]
  have hv : volume (Ioi (0 : ℝ) \ (p.roots.toFinset : Set ℝ)) = ⊤ := by
    rw [MeasureTheory.measure_sdiff_null (Finset.measure_zero _ _), Real.volume_Ioi]
  refine lt_of_lt_of_le (by rw [hv]; exact ENNReal.zero_lt_top) (measure_mono ?_)
  rintro r ⟨hr, hroot⟩
  have h0 : p.eval r ≠ 0 := fun h =>
    hroot (Multiset.mem_toFinset.2 ((Polynomial.mem_roots hp0).2 h))
  have hs : ∑ k, x k * orbital k r ≠ 0 := by
    rw [hev]
    exact mul_ne_zero h0 (Real.exp_pos _).ne'
  exact ⟨mul_ne_zero (mul_ne_zero hs hs) (pow_ne_zero 2 (ne_of_gt hr)), hr⟩
```

## Rayleigh bounds and the smallest eigenvalue

The Rayleigh bounds are proved for any real symmetric matrix. The statement `key` is the expansion of a dot product in the eigenvector basis; `hxx` and `hq` are the two sums over \(c_i^2\), which are then compared term by term.

```lean
/-- Rayleigh bounds: the quadratic form of a real symmetric matrix lies between its smallest and
its largest eigenvalue times the squared length of the vector. -/
theorem rayleigh_bounds {ι : Type*} [Fintype ι] [DecidableEq ι] {A : Matrix ι ι ℝ}
    (hA : A.IsHermitian) (x : ι → ℝ) :
    (⨅ i, hA.eigenvalues i) * (x ⬝ᵥ x) ≤ x ⬝ᵥ A *ᵥ x ∧
      x ⬝ᵥ A *ᵥ x ≤ (⨆ i, hA.eigenvalues i) * (x ⬝ᵥ x) := by
  have key (y : ι → ℝ) : x ⬝ᵥ y = ∑ i, (x ⬝ᵥ (hA.eigenvectorBasis i).ofLp) *
      ((hA.eigenvectorBasis i).ofLp ⬝ᵥ y) := by
    have h := hA.eigenvectorBasis.sum_inner_mul_inner (WithLp.toLp 2 x) (WithLp.toLp 2 y)
    simp only [EuclideanSpace.inner_eq_star_dotProduct, star_trivial] at h
    refine (dotProduct_comm x y).trans (h.symm.trans (Finset.sum_congr rfl fun i _ => ?_))
    exact congrArg₂ (· * ·) (dotProduct_comm _ _) (dotProduct_comm _ _)
  have hT : Aᵀ = A := by
    have h := hA.eq
    rwa [Matrix.conjTranspose_eq_transpose_of_trivial] at h
  have hxx : x ⬝ᵥ x = ∑ i, (x ⬝ᵥ (hA.eigenvectorBasis i).ofLp) ^ 2 := by
    rw [key x]
    exact Finset.sum_congr rfl fun i _ => by rw [dotProduct_comm _ x, sq]
  have hq : x ⬝ᵥ A *ᵥ x
      = ∑ i, hA.eigenvalues i * (x ⬝ᵥ (hA.eigenvectorBasis i).ofLp) ^ 2 := by
    rw [key (A *ᵥ x)]
    refine Finset.sum_congr rfl fun i _ => ?_
    rw [Matrix.dotProduct_mulVec, ← Matrix.mulVec_transpose, hT, hA.mulVec_eigenvectorBasis,
      smul_dotProduct, smul_eq_mul, dotProduct_comm _ x]
    ring
  rw [hq, hxx, Finset.mul_sum, Finset.mul_sum]
  exact ⟨Finset.sum_le_sum fun i _ => mul_le_mul_of_nonneg_right
      (ciInf_le (Set.finite_range _).bddBelow i) (sq_nonneg _),
    Finset.sum_le_sum fun i _ => mul_le_mul_of_nonneg_right
      (le_ciSup (Set.finite_range _).bddAbove i) (sq_nonneg _)⟩
```

Since the minimum is attained at some eigenvalue, its eigenvector can be inserted into `overlap_pos`.

```lean
/-- The smallest eigenvalue of the overlap matrix is positive. -/
theorem minEigenvalue_pos (n : ℕ) : 0 < minEigenvalue n := by
  have hA := overlapMatrix_isHermitian n
  obtain ⟨i, hi⟩ := exists_eq_ciInf_of_finite (f := hA.eigenvalues)
  have hv : (hA.eigenvectorBasis i).ofLp ≠ 0 := fun h =>
    hA.eigenvectorBasis.orthonormal.ne_zero i (by ext k; exact congrFun h k)
  have h := overlap_pos n _ hv
  rw [hA.mulVec_eigenvectorBasis, dotProduct_smul, smul_eq_mul] at h
  have h2 : 0 ≤ (hA.eigenvectorBasis i).ofLp ⬝ᵥ (hA.eigenvectorBasis i).ofLp :=
    Finset.sum_nonneg fun k _ => mul_self_nonneg _
  unfold minEigenvalue
  rw [← hi]
  exact pos_of_mul_pos_left h h2
```

## The spread and the divergence

The three parts of `eigenvalue_spread` are the upper bound on \(\lambda_{\min}\), the lower bound on \(\lambda_{\max}\) and the inequality between them. The trial vector in the code is \(e_n+c\,e_{n+1}\), with squared length \(1+c^2\) and quadratic form \(1+2cs+c^2\). The choices \(c=-1\) and \(c=1\) give \(1-s\) and \(1+s\) after division by the squared length 2. The identity `hprod` is \((2n+4)(1-s)(1+s)=1\).

```lean
/-- With `s = sqrt((2n+3)/(2n+4))`, the smallest eigenvalue is at most `1 - s`, the largest is at
least `1 + s`, and the largest is at least `2n+4` times the smallest. -/
theorem eigenvalue_spread (n : ℕ) :
    minEigenvalue n ≤ 1 - √((2 * n + 3) / (2 * n + 4)) ∧
    1 + √((2 * n + 3) / (2 * n + 4)) ≤ maxEigenvalue n ∧
    (2 * n + 4) * minEigenvalue n ≤ maxEigenvalue n := by
  obtain ⟨h1, hs⟩ := neighbour_overlap n
  have hs0 := Real.sqrt_nonneg ((2 * n + 3) / (2 * n + 4) : ℝ)
  have hsq : √((2 * n + 3) / (2 * n + 4) : ℝ) ^ 2 = (2 * n + 3) / (2 * n + 4) :=
    Real.sq_sqrt (by positivity)
  generalize √((2 * n + 3) / (2 * n + 4) : ℝ) = s at hs hs0 hsq ⊢
  obtain ⟨a, ha⟩ : ∃ a : Fin (n + 2), a = ⟨n, by omega⟩ := ⟨_, rfl⟩
  obtain ⟨b, hb⟩ : ∃ b : Fin (n + 2), b = ⟨n + 1, by omega⟩ := ⟨_, rfl⟩
  have hab : a ≠ b := by simp [ha, hb]
  have hSd (i : Fin (n + 2)) : overlapMatrix n i i = 1 := h1 i
  have hSab : overlapMatrix n a b = s := by rw [ha, hb]; exact hs
  have hSba : overlapMatrix n b a = s := by
    rw [← hSab]
    simpa using (overlapMatrix_isHermitian n).apply a b
  -- trial vectors: the last two functions combined with relative weight c
  have hn (c : ℝ) : (Pi.single a 1 + Pi.single b c : Fin (n + 2) → ℝ) ⬝ᵥ
      (Pi.single a 1 + Pi.single b c) = 1 + c ^ 2 := by
    simp only [add_dotProduct, single_dotProduct, Pi.add_apply, Pi.single_apply, hab, hab.symm,
      if_true, if_false]
    ring
  have hq (c : ℝ) : (Pi.single a 1 + Pi.single b c : Fin (n + 2) → ℝ) ⬝ᵥ
      overlapMatrix n *ᵥ (Pi.single a 1 + Pi.single b c) = 1 + 2 * c * s + c ^ 2 := by
    simp only [add_dotProduct, single_dotProduct, Matrix.mulVec, dotProduct_add,
      dotProduct_single, hSd, hSab, hSba]
    ring
  have hmin := (rayleigh_bounds (overlapMatrix_isHermitian n)
    (Pi.single a 1 + Pi.single b (-1))).1
  have hmax := (rayleigh_bounds (overlapMatrix_isHermitian n)
    (Pi.single a 1 + Pi.single b 1)).2
  rw [hn, hq] at hmin hmax
  change minEigenvalue n * _ ≤ _ at hmin
  change _ ≤ maxEigenvalue n * _ at hmax
  have hlo : minEigenvalue n ≤ 1 - s := by linarith
  have hhi : 1 + s ≤ maxEigenvalue n := by linarith
  refine ⟨hlo, hhi, ?_⟩
  have hprod : (2 * n + 4 : ℝ) * (1 - s) * (1 + s) = 1 := by
    have h : (2 * n + 4 : ℝ) * s ^ 2 = 2 * n + 3 := by
      rw [hsq]
      field_simp
    linear_combination -h
  have hpos : 0 ≤ (2 * n + 4 : ℝ) * (1 - s) :=
    mul_nonneg (by positivity) ((minEigenvalue_pos n).le.trans hlo)
  have hle : (2 * n + 4 : ℝ) * minEigenvalue n ≤ (2 * n + 4) * (1 - s) :=
    mul_le_mul_of_nonneg_left hlo (by positivity)
  linarith [mul_nonneg hpos hs0]
```

The last theorem expresses the divergence as a limit: for any given real number, the ratio exceeds it once \(n\) is large enough. The proof divides by the positive \(\lambda_{\min}\) and compares the ratio with \(n\) itself.

```lean
/-- The condition number of the overlap matrix, its largest eigenvalue divided by its smallest,
tends to infinity as the basis grows. -/
theorem conditionNumber_tendsto :
    Filter.Tendsto (fun n => maxEigenvalue n / minEigenvalue n) Filter.atTop Filter.atTop := by
  refine Filter.tendsto_atTop_mono (fun n => ?_) (tendsto_natCast_atTop_atTop (R := ℝ))
  have h : (2 * n + 4 : ℝ) ≤ maxEigenvalue n / minEigenvalue n :=
    (le_div_iff₀ (minEigenvalue_pos n)).2 (eigenvalue_spread n).2.2
  have hn : (0 : ℝ) ≤ n := Nat.cast_nonneg n
  linarith

end

end RadialBasisConditioning
```

```lean
#print axioms RadialBasisConditioning.conditionNumber_tendsto
-- 'RadialBasisConditioning.conditionNumber_tendsto' depends on axioms: [propext, Classical.choice, Quot.sound]
```
